# The partial core $A\sin(Br)/r$ with $0<B<\pi/r_0$ is fixed uniquely by a positive value and a negative slope at $r_0$

A pseudopotential removes the core electrons, but the exchange-correlation energy is not linear in the density. Where core and valence densities overlap, it cannot be split into a core part and a valence part. The nonlinear core correction therefore adds a core density back to the valence density when exchange and correlation are evaluated. The true core density is sharply peaked at the nucleus and costly to represent in plane waves. Louie, Froyen and Cohen keep it outside a radius $r_0$ and replace it inside by a smooth function that joins it in value and slope. Do these two conditions determine the smooth function, and is it an acceptable density?

## The inner density and its joining conditions

Inside $r_0$ the density is $\rho(r)=A\sin(Br)/r$, with an amplitude $A$ and a wave number $B$. It is a density per volume, without the factor $4\pi r^2$ that many atomic programs include.

```lean
import Mathlib

open Real Set Filter Topology

namespace PartialCoreCorrection

noncomputable section

/-- The partial core density `A sin(Br)/r`, for radii `r ≠ 0`. -/
def partialCore (A B r : ℝ) : ℝ := A * sin (B * r) / r
```

Let $p$ be the core density at $r_0$ and $s$ its radial derivative there. `Matches r0 p s A B` says that $0<B<\pi/r_0$, that $\rho(r_0)=p$, and that $\rho$ has derivative $s$ at $r_0$, written with `HasDerivAt`. All quantities are real numbers in any consistent units.

The outer core density does not appear in the Lean model, which sees only $p$ and $s$. The step to an atom is to take both numbers from a core density that is positive and falling at $r_0$, and to use $\rho$ only for $r\le r_0$. The joined density then has a continuous first derivative; its curvature is not matched.

```lean
/-- The parameters `A` and `B`, with `0 < B < π/r0`, give a partial core with value `p` and
slope `s` at the matching radius `r0 > 0`. -/
def Matches (r0 p s A B : ℝ) : Prop :=
  0 < B ∧ B < π / r0 ∧ partialCore A B r0 = p ∧ HasDerivAt (partialCore A B) s r0
```

## (a) The slope of the core

**Task.** For $r\neq0$, show that
$$\rho'(r)=\frac{A\,(Br\cos Br-\sin Br)}{r^2}.$$

**Solution.** The numerator $A\sin(Br)$ has derivative $AB\cos(Br)$. The quotient rule gives
$$\rho'(r)=\frac{AB\cos(Br)\,r-A\sin(Br)}{r^2},$$
which is the claim. Lean assembles the same derivative from the chain and quotient rules, and `ring` rearranges it.

```lean
/-- The slope of the partial core at a radius `r ≠ 0`. -/
theorem hasDerivAt_partialCore (A B : ℝ) {r : ℝ} (hr : r ≠ 0) :
    HasDerivAt (partialCore A B)
      (A * (B * r * cos (B * r) - sin (B * r)) / r ^ 2) r := by
  have h := (((hasDerivAt_id' r).const_mul B).sin.const_mul A).fun_div (hasDerivAt_id' r) hr
  exact h.congr_deriv (by ring)
```

## (b) The density at the nucleus

**Task.** Show that the core stays finite at the origin:
$$\lim_{r\to0}\rho(r)=AB.$$

**Solution.** Put $g(r)=A\sin(Br)$. Since $g(0)=0$, $\rho(r)=(g(r)-g(0))/(r-0)$ is a difference quotient, and its limit is $g'(0)=AB$. The Lean proof uses the same identification. The filter `𝓝[≠] 0` leaves out $r=0$ itself, where Lean's division by zero would give $\rho(0)=0$ instead of the physical value.

```lean
/-- The partial core tends to the finite value `AB` at the nucleus. -/
theorem tendsto_partialCore_zero (A B : ℝ) :
    Tendsto (partialCore A B) (𝓝[≠] 0) (𝓝 (A * B)) := by
  have h : HasDerivAt (fun r : ℝ => A * sin (B * r)) (A * B) 0 :=
    (((hasDerivAt_id' (0 : ℝ)).const_mul B).sin.const_mul A).congr_deriv (by simp)
  refine (hasDerivAt_iff_tendsto_slope.1 h).congr (fun r => ?_)
  simp [slope_def_field, partialCore]
```

## (c) A monotone function of the phase

**Task.** Let $x$ be a dimensionless phase. Show that $x\cot x$ is strictly decreasing on $(0,\pi)$, with
$$\frac{d}{dx}\,(x\cot x)=\frac{\sin x\cos x-x}{\sin^2x}<0.$$

**Solution.** Differentiate $x\cos x/\sin x$:
$$\frac{(\cos x-x\sin x)\sin x-x\cos^2x}{\sin^2x}=\frac{\sin x\cos x-x(\sin^2x+\cos^2x)}{\sin^2x}.$$
The last bracket is 1. For $x>0$ we have $2\sin x\cos x=\sin2x<2x$, so the numerator is negative. In Lean, `linear_combination` inserts $\sin^2x+\cos^2x=1$, and `strictAntiOn_of_deriv_neg` passes from the sign of the derivative to strict decrease.

```lean
/-- The function `x cot x` is strictly decreasing on `(0, π)`. -/
theorem strictAntiOn_mul_cot :
    StrictAntiOn (fun x : ℝ => x * cos x / sin x) (Ioo 0 π) := by
  have hd : ∀ x ∈ Ioo (0 : ℝ) π, HasDerivAt (fun x : ℝ => x * cos x / sin x)
      ((sin x * cos x - x) / sin x ^ 2) x := by
    intro x hx
    have hS := Real.sin_pos_of_pos_of_lt_pi hx.1 hx.2
    refine (((hasDerivAt_id' x).fun_mul (Real.hasDerivAt_cos x)).fun_div
      (Real.hasDerivAt_sin x) hS.ne').congr_deriv ?_
    congr 1
    linear_combination (-x) * Real.sin_sq_add_cos_sq x
  refine strictAntiOn_of_deriv_neg (convex_Ioo 0 π)
    (fun x hx => (hd x hx).continuousAt.continuousWithinAt) (fun x hx => ?_)
  have hx' := interior_subset hx
  rw [(hd x hx').deriv]
  -- the sign follows from sin (2x) < 2x
  have h2 : sin (2 * x) < 2 * x := Real.sin_lt (by linarith [hx'.1])
  rw [Real.sin_two_mul] at h2
  exact div_neg_of_neg_of_pos (by linarith)
    (pow_pos (Real.sin_pos_of_pos_of_lt_pi hx'.1 hx'.2) 2)
```

## (d) A phase for every constant below 1

**Task.** For each $c<1$, find $x\in(0,\pi)$ with
$$x\cos x=c\sin x.$$

**Solution.** Let $f(x)=x\cos x-c\sin x$. Then $f(\pi)=-\pi<0$. For a point where $f\ge0$, take $e=\min(1,1-c)>0$. Since $e^2\le e$, we have $\cos e\ge1-e^2/2\ge1-e/2$.

- If $c\ge0$, then $\sin e<e$ gives $f(e)\ge e(\cos e-c)\ge e(1-c-e/2)\ge e^2/2>0$.
- If $c\le0$, then $-c\sin e\ge0$ and $\cos e>0$, so $f(e)>0$.

By the intermediate value theorem $f$ has a zero in $[e,\pi]$, and it is not $\pi$ because $f(\pi)\ne0$. These two cases are the `rcases` split in Lean, and `intermediate_value_Icc'` supplies the zero.

```lean
/-- For every `c < 1` the equation `x cos x = c sin x` has a solution in `(0, π)`. -/
theorem exists_phase {c : ℝ} (hc : c < 1) :
    ∃ x ∈ Ioo (0 : ℝ) π, x * cos x = c * sin x := by
  obtain ⟨e, h0, h1, h2⟩ : ∃ e : ℝ, 0 < e ∧ e ≤ 1 ∧ e ≤ 1 - c :=
    ⟨min 1 (1 - c), lt_min one_pos (by linarith), min_le_left _ _, min_le_right _ _⟩
  have hpi := Real.pi_gt_three
  have hcos : 1 - e ^ 2 / 2 ≤ cos e := Real.one_sub_sq_div_two_le_cos
  have hsq : e ^ 2 ≤ e := by nlinarith
  -- the difference of the two sides is positive at the small phase e
  have hpos : 0 ≤ e * cos e - c * sin e := by
    rcases le_total 0 c with h | h
    · have a := mul_le_mul_of_nonneg_left (Real.sin_lt h0).le h
      have b : 0 ≤ e * (cos e - c) := mul_nonneg h0.le (by linarith)
      linarith
    · have a := mul_nonneg (neg_nonneg.2 h)
        (Real.sin_pos_of_pos_of_lt_pi h0 (by linarith)).le
      have b : 0 ≤ e * cos e := mul_nonneg h0.le (by linarith)
      linarith
  have hcont : ContinuousOn (fun x : ℝ => x * cos x - c * sin x) (Icc e π) :=
    ((continuous_id.mul Real.continuous_cos).sub
      (continuous_const.mul Real.continuous_sin)).continuousOn
  have hmem : (0 : ℝ) ∈ Icc (π * cos π - c * sin π) (e * cos e - c * sin e) :=
    ⟨by rw [Real.cos_pi, Real.sin_pi]; linarith, hpos⟩
  obtain ⟨x, hx, hx0⟩ := intermediate_value_Icc' (by linarith : e ≤ π) hcont hmem
  have hx1 : x * cos x - c * sin x = 0 := hx0
  have hne : x ≠ π := by
    intro h
    rw [h, Real.cos_pi, Real.sin_pi] at hx1
    linarith
  exact ⟨x, ⟨lt_of_lt_of_le h0 hx.1, lt_of_le_of_ne hx.2 hne⟩, by linarith⟩
```

## (e) Eliminating the amplitude

**Task.** Let $r_0>0$ and $p>0$, and let $(A,B)$ match. With $x=Br_0$, show that $x\in(0,\pi)$ and
$$A\sin x=p\,r_0,\qquad x\cot x=1+\frac{r_0s}{p}.$$

**Solution.** Multiplying $0<B<\pi/r_0$ by $r_0$ gives $0<x<\pi$. The value condition is $A\sin x=pr_0$. By (a), the slope condition is $A(x\cos x-\sin x)=sr_0^2$. Multiply the latter by $\sin x$ and replace $A\sin x$:
$$pr_0(x\cos x-\sin x)=sr_0^2\sin x.$$
Divide by $r_0$ and collect terms: $p\,x\cos x=(p+r_0s)\sin x$. Dividing by $p\sin x>0$ gives the result.

In Lean, `hd.unique` equates $s$ with the slope from (a), and `key` is the collected equation. No sign of $s$ is assumed.

```lean
/-- For `r0 > 0` and `p > 0`, a matching pair satisfies the equation
`x cot x = 1 + r0 s/p` with `x = B r0` in `(0, π)`, together with `A sin x = p r0`. -/
theorem Matches.phase_eq {r0 p s A B : ℝ} (hr : 0 < r0) (hp : 0 < p)
    (h : Matches r0 p s A B) :
    B * r0 ∈ Ioo 0 π ∧ A * sin (B * r0) = p * r0 ∧
      B * r0 * cos (B * r0) / sin (B * r0) = 1 + r0 * s / p := by
  obtain ⟨hB, hBp, hv, hd⟩ := h
  have hx : B * r0 ∈ Ioo 0 π := ⟨mul_pos hB hr, (lt_div_iff₀ hr).1 hBp⟩
  have hS := Real.sin_pos_of_pos_of_lt_pi hx.1 hx.2
  have h1 : A * sin (B * r0) = p * r0 := (div_eq_iff hr.ne').1 hv
  have h2 := (eq_div_iff (pow_pos hr 2).ne').1
    (hd.unique (hasDerivAt_partialCore A B hr.ne'))
  refine ⟨hx, h1, ?_⟩
  -- eliminate the amplitude A from the value and slope conditions
  have key : p * (B * r0 * cos (B * r0)) = (p + r0 * s) * sin (B * r0) := by
    apply mul_left_cancel₀ hr.ne'
    linear_combination (-(B * r0 * cos (B * r0) - sin (B * r0))) * h1
      - sin (B * r0) * h2
  have e : 1 + r0 * s / p = (p + r0 * s) / p := by
    rw [add_div, div_self hp.ne']
  rw [div_eq_iff hS.ne', e, div_mul_eq_mul_div, eq_div_iff hp.ne']
  linear_combination key
```

## (f) Sign and shape of the core

**Task.** Under the assumptions of (e), show that $A>0$ and that, for $0<r\le r_0$,
$$\rho(r)>0,\qquad \rho'(r)<0,$$
so that $\rho$ is strictly decreasing on $(0,r_0]$.

**Solution.** From (e), $A=pr_0/\sin x>0$. For $0<r\le r_0$ the phase $y=Br$ lies in $(0,\pi)$, so $\sin y>0$ and $\rho(r)>0$. By (a), the slope is negative if $y\cos y<\sin y$. For $y<\pi/2$, multiply $y<\tan y$ by $\cos y>0$. For $y\ge\pi/2$, the left side is at most zero and the right side is positive.

The Lean statement records the decrease as `StrictAntiOn`. `hphase` places $y$ in $(0,\pi)$, and `hlt` is the inequality just shown.

```lean
/-- For `r0 > 0` and `p > 0`, a matching pair has `A > 0`, and its partial core is positive
and strictly decreasing on `(0, r0]`. -/
theorem Matches.pos_and_decreasing {r0 p s A B : ℝ} (hr : 0 < r0) (hp : 0 < p)
    (h : Matches r0 p s A B) :
    0 < A ∧ (∀ r ∈ Ioc 0 r0, 0 < partialCore A B r) ∧
      StrictAntiOn (partialCore A B) (Ioc 0 r0) := by
  obtain ⟨hx, h1, -⟩ := h.phase_eq hr hp
  have hB := h.1
  have hS := Real.sin_pos_of_pos_of_lt_pi hx.1 hx.2
  have hA : 0 < A := by
    by_contra hn
    have a := mul_nonneg (neg_nonneg.2 (not_lt.1 hn)) hS.le
    have b := mul_pos hp hr
    linarith
  have hphase : ∀ r ∈ Ioc 0 r0, B * r ∈ Ioo 0 π := fun r hr' =>
    ⟨mul_pos hB hr'.1, lt_of_le_of_lt (mul_le_mul_of_nonneg_left hr'.2 hB.le) hx.2⟩
  refine ⟨hA, fun r hr' => div_pos (mul_pos hA (Real.sin_pos_of_pos_of_lt_pi
    (hphase r hr').1 (hphase r hr').2)) hr'.1, ?_⟩
  refine strictAntiOn_of_deriv_neg (convex_Ioc 0 r0) (fun r hr' =>
    (hasDerivAt_partialCore A B hr'.1.ne').continuousAt.continuousWithinAt) (fun r hi => ?_)
  have hr' := interior_subset hi
  obtain ⟨hy0, hyp⟩ := hphase r hr'
  rw [(hasDerivAt_partialCore A B hr'.1.ne').deriv]
  -- y cos y < sin y on (0, π)
  have hlt : B * r * cos (B * r) < sin (B * r) := by
    rcases lt_or_ge (B * r) (π / 2) with hy | hy
    · have ht := Real.lt_tan hy0 hy
      rw [Real.tan_eq_sin_div_cos] at ht
      exact (lt_div_iff₀ (Real.cos_pos_of_mem_Ioo ⟨by linarith, hy⟩)).1 ht
    · have hc := Real.cos_nonpos_of_pi_div_two_le_of_le hy (by linarith)
      have a := mul_nonneg hy0.le (neg_nonneg.2 hc)
      have b := Real.sin_pos_of_pos_of_lt_pi hy0 hyp
      linarith
  exact div_neg_of_neg_of_pos (mul_neg_of_pos_of_neg hA (by linarith)) (pow_pos hr'.1 2)
```

## (g) Exactly one matching pair

**Task.** For $r_0>0$, $p>0$ and $s<0$, show that there is exactly one matching pair, given by
$$B=\frac{x}{r_0},\qquad A=\frac{p\,r_0}{\sin x},$$
where $x\in(0,\pi)$ solves the phase equation of (e).

**Solution.** Put $c=1+r_0s/p$. Since $s<0$, $c<1$, and (d) supplies $x$. The stated pair has value $A\sin x/r_0=p$ and slope
$$\frac{A(x\cos x-\sin x)}{r_0^2}=\frac{p(c-1)}{r_0}=s.$$
Any other matching pair has a phase with the same $x\cot x$, by (e). By (c) the phases agree, hence so do $B$ and then $A$.

**A numerical instance.** In atomic units take $r_0=2$, $p=0.1$, $s=-0.05$. Then $c=0$ and $x=\pi/2$, so $B=\pi/4\approx0.785$ and $A=0.2$. The density rises from $0.1$ at $r_0$ to $AB\approx0.157$ at the nucleus.

The bound $B<\pi/r_0$ selects the first branch of the cotangent. With $B>0$ alone there are infinitely many solutions, one in each further interval of length $\pi$ for $x$, and those cores change sign inside $r_0$. When a pseudopotential generator uses this two-parameter form, it can therefore find $B$ by bisection on $(0,\pi/r_0)$.

In Lean, `∃! q : ℝ × ℝ` expresses existence and uniqueness of the pair, `hm` verifies the constructed one, and `strictAntiOn_mul_cot.injOn` identifies the phases. The second half of the theorem attaches the properties from (f).

```lean
/-- Louie-Froyen-Cohen partial core: for `r0 > 0`, value `p > 0` and slope `s < 0` there is
exactly one matching pair `(A, B)`. It has `A > 0`, and its partial core is positive and
strictly decreasing on `(0, r0]`. -/
theorem existsUnique_partialCore {r0 p s : ℝ} (hr : 0 < r0) (hp : 0 < p) (hs : s < 0) :
    (∃! q : ℝ × ℝ, Matches r0 p s q.1 q.2) ∧
      ∀ A B, Matches r0 p s A B → 0 < A ∧ (∀ r ∈ Ioc 0 r0, 0 < partialCore A B r) ∧
        StrictAntiOn (partialCore A B) (Ioc 0 r0) := by
  refine ⟨?_, fun A B h => h.pos_and_decreasing hr hp⟩
  have hc : 1 + r0 * s / p < 1 := by
    have := div_neg_of_neg_of_pos (mul_neg_of_pos_of_neg hr hs) hp
    linarith
  obtain ⟨x, hx, hxe⟩ := exists_phase hc
  have hS := (Real.sin_pos_of_pos_of_lt_pi hx.1 hx.2).ne'
  have hBx : x / r0 * r0 = x := div_mul_cancel₀ x hr.ne'
  -- the phase x fixes B, and the value at r0 then fixes A
  have hm : Matches r0 p s (p * r0 / sin x) (x / r0) := by
    refine ⟨div_pos hx.1 hr, div_lt_div_of_pos_right hx.2 hr, ?_,
      (hasDerivAt_partialCore _ _ hr.ne').congr_deriv ?_⟩
    · unfold partialCore
      rw [hBx]
      field_simp
    · rw [hBx, hxe, show (1 + r0 * s / p) * sin x - sin x = r0 * s / p * sin x by ring]
      field_simp
  refine ⟨(p * r0 / sin x, x / r0), hm, ?_⟩
  rintro ⟨A, B⟩ h
  obtain ⟨hy, hA, he⟩ := Matches.phase_eq hr hp h
  obtain ⟨hy', -, he'⟩ := hm.phase_eq hr hp
  have hxy : B * r0 = x :=
    (strictAntiOn_mul_cot.injOn hy hy' (he.trans he'.symm)).trans hBx
  have hA' : A * sin x = p * r0 := by
    rw [← hxy]
    exact hA
  exact Prod.ext ((eq_div_iff hS).2 hA') ((eq_div_iff hr.ne').2 hxy)
```

## (h) Which slopes can be matched

**Task.** For $r_0>0$ and $p>0$, show that
$$\text{a matching pair exists}\iff s<0.$$

**Solution.** If $s<0$, use (g). Conversely, a matching pair has $x\cos x<\sin x$, as in (f), so $x\cot x<1$. By (e), $r_0s/p<0$, and hence $s<0$.

**The flat limit.** As $s\to0^-$, the expansion $x\cot x\approx1-x^2/3$ gives $x^2\approx-3r_0s/p$. Thus $B\to0$, while the central density $AB=px/\sin x$ tends to $p$: the core becomes flat. This limit is an estimate and is not part of the theorem, by which $s=0$ itself has no matching pair.

Lean proves the converse by contradiction: `hge` and `hlt` are opposite inequalities between $x\cos x$ and $\sin x$. The phase `y` taken from `exists_phase` is not used.

```lean
/-- For `r0 > 0` and value `p > 0`, a matching pair exists if and only if the slope `s` is
negative. -/
theorem exists_matches_iff {r0 p s : ℝ} (hr : 0 < r0) (hp : 0 < p) :
    (∃ A B, Matches r0 p s A B) ↔ s < 0 := by
  constructor
  · rintro ⟨A, B, h⟩
    obtain ⟨hx, -, he⟩ := h.phase_eq hr hp
    by_contra hn
    have hq : 0 ≤ r0 * s / p := div_nonneg (mul_nonneg hr.le (not_lt.1 hn)) hp.le
    -- the phase y obtained here is not used; the contradiction comes from hge and hlt below
    obtain ⟨y, hy, hye⟩ := exists_phase (c := 1 - B * r0 / (B * r0 + 1))
      (by have := div_pos hx.1 (by linarith [hx.1] : 0 < B * r0 + 1); linarith)
    have hS := Real.sin_pos_of_pos_of_lt_pi hx.1 hx.2
    have hge : sin (B * r0) ≤ B * r0 * cos (B * r0) := by
      have h1 : 1 ≤ B * r0 * cos (B * r0) / sin (B * r0) := by linarith
      have h2 := (le_div_iff₀ hS).1 h1
      linarith
    have hlt : B * r0 * cos (B * r0) < sin (B * r0) := by
      rcases lt_or_ge (B * r0) (π / 2) with hz | hz
      · have ht := Real.lt_tan hx.1 hz
        rw [Real.tan_eq_sin_div_cos] at ht
        exact (lt_div_iff₀ (Real.cos_pos_of_mem_Ioo ⟨by linarith [hx.1], hz⟩)).1 ht
      · have hc := Real.cos_nonpos_of_pi_div_two_le_of_le hz (by linarith [hx.2])
        have a := mul_nonneg hx.1.le (neg_nonneg.2 hc)
        linarith
    linarith
  · intro hs
    obtain ⟨q, hq, -⟩ := (existsUnique_partialCore hr hp hs).1
    exact ⟨q.1, q.2, hq⟩

end

end PartialCoreCorrection
```

```lean
#print axioms PartialCoreCorrection.tendsto_partialCore_zero
-- 'PartialCoreCorrection.tendsto_partialCore_zero' depends on axioms: [propext, Classical.choice, Quot.sound]
#print axioms PartialCoreCorrection.existsUnique_partialCore
-- 'PartialCoreCorrection.existsUnique_partialCore' depends on axioms: [propext, Classical.choice, Quot.sound]
#print axioms PartialCoreCorrection.exists_matches_iff
-- 'PartialCoreCorrection.exists_matches_iff' depends on axioms: [propext, Classical.choice, Quot.sound]
```
